# For $N$ states at inverse temperature $b$, the Gibbs entropy has slope $-b\,\mathrm{Var}(E)$ in $b$ and its maximum $\ln N$ at $b=0$

Nuclear spins in a magnetic field have a highest energy as well as a lowest one. If the populations are inverted and the spins are in equilibrium among themselves, they can be described by Boltzmann weights with a negative inverse temperature $b$, and as they relax through equal populations, $b$ passes through zero. I expect the entropy, in units of $k_B$, to be largest there, at $\ln N$ for $N$ states, and to fall off on both sides.

I would like to see this made rigorous for any finite list of levels, including degenerate ones, and for every real $b$. Does it follow from $S = bU + \ln Z$ and $dS/db = -b\,\mathrm{Var}(E)$, and can the whole argument be checked by machine in Lean?

## The sign of $-b\,\mathrm{Var}(E)$ settles the shape of the entropy

Yes to both. The fall-off is strict as soon as two levels differ; if all levels coincide, the entropy is constant.

Let $E_i$ be the energies of $N\ge 1$ states, and let $b=1/(k_BT)$ be any real number, with $b=0$ standing for infinite temperature. Define

$$Z=\sum_i e^{-bE_i},\qquad p_i=\frac{e^{-bE_i}}{Z},\qquad U=\sum_i p_iE_i,$$

$$\mathrm{Var}(E)=\sum_i p_i(E_i-U)^2,\qquad S=-\sum_i p_i\ln p_i .$$

Here $S$ is in units of $k_B$. Since $N\ge1$, $Z$ is a nonempty sum of positive terms, so $Z>0$ and $\sum_i p_i=1$.

**Entropy in terms of $U$ and $Z$.** The logarithm of a weight is $\ln p_i=-bE_i-\ln Z$. Therefore

$$S=\sum_i p_i(bE_i+\ln Z)=bU+\ln Z .$$

**Derivatives.** Primes denote derivatives with respect to $b$. First,

$$Z'=-\sum_i E_ie^{-bE_i}=-ZU .$$

The quotient rule then gives

$$p_i'=\frac{-E_ie^{-bE_i}Z+e^{-bE_i}ZU}{Z^2}=-p_i(E_i-U).$$

Multiply by $E_i=(E_i-U)+U$ and sum:

$$U'=-\sum_i p_i(E_i-U)^2-U\sum_i p_i(E_i-U)=-\mathrm{Var}(E).$$

The last sum vanishes because it equals $U-U$. Finally,

$$S'=U+bU'+\frac{Z'}{Z}=U-b\,\mathrm{Var}(E)-U=-b\,\mathrm{Var}(E).$$

**Monotonicity and maximum.** The variance is nonnegative, so $S'\ge0$ for $b\le0$ and $S'\le0$ for $b\ge0$. Hence $S$ is nondecreasing on the first half-line and nonincreasing on the second, and $S(b)\le S(0)$ everywhere. At $b=0$ every Boltzmann factor is $1$, so $Z=N$ and $S(0)=\ln N$.

**Strictness and equality.** If two levels differ, they cannot both equal $U$. Since every weight is positive, $\mathrm{Var}(E)>0$. The slope then vanishes only at $b=0$, which makes both monotonicities strict and gives $S(b)<\ln N$ for $b\ne0$. If instead all levels equal some $\varepsilon$, then $U=\varepsilon$ and $Z=Ne^{-b\varepsilon}$, so $S=b\varepsilon+\ln N-b\varepsilon=\ln N$ for every $b$.

## How the Lean statements describe the spectrum

The type `ι` labels the states, and `E : ι → ℝ` assigns an energy to each. Two labels may carry the same energy, so degeneracy is included, and $N$ is `Fintype.card ι`, the number of states and not of distinct energies. The assumption `[Nonempty ι]` says that there is at least one state.

The functions `partitionFn`, `gibbs`, `energy`, `energyVar` and `entropy` are $Z$, $p_i$, $U$, $\mathrm{Var}(E)$ and $S$. The entropy is defined by $-\sum_i p_i\ln p_i$, so its expression through $U$ and $Z$ is a theorem.

The physical claims are these:

- `entropy_eq` states $S=bU+\ln Z$ for every real `b`.
- `hasDerivAt_entropy` states that $S$ is differentiable at `b` with derivative $-b\,\mathrm{Var}(E)$.
- `entropy_monotone_and_max` states the two monotonicities, the bound $S(b)\le\ln N$ and the value $S(0)=\ln N$. The sets `Set.Iic 0` and `Set.Ici 0` are the half-lines $b\le0$ and $b\ge0$, both including zero.
- `entropy_strict` assumes two different levels and makes both monotonicities strict.
- `entropy_eq_log_card_iff` states that $S(b)=\ln N$ exactly when $b=0$ or all levels coincide.

The Gibbs weights are taken as given. They stand for canonical equilibrium at inverse temperature $b$, or, for $b<0$, for an inverted system that has reached internal equilibrium while decoupled from its surroundings. The levels do not depend on $b$, and the maximum is taken along this one-parameter family, not over all probability distributions. Infinite spectra are not covered.

```lean
import Mathlib

open Finset

namespace GibbsEntropyMonotonicity

noncomputable section

variable {ι : Type*} [Fintype ι]

/-- The partition function `Z(b) = ∑ exp(-b Eᵢ)` at inverse temperature `b`. -/
def partitionFn (E : ι → ℝ) (b : ℝ) : ℝ := ∑ i, Real.exp (-b * E i)

/-- The Gibbs weight of level `i` at inverse temperature `b`. -/
def gibbs (E : ι → ℝ) (b : ℝ) (i : ι) : ℝ := Real.exp (-b * E i) / partitionFn E b

/-- The mean energy `U(b)` under the Gibbs weights. -/
def energy (E : ι → ℝ) (b : ℝ) : ℝ := ∑ i, gibbs E b i * E i

/-- The variance of the energy under the Gibbs weights. -/
def energyVar (E : ι → ℝ) (b : ℝ) : ℝ := ∑ i, gibbs E b i * (E i - energy E b) ^ 2

/-- The Gibbs entropy `S(b) = -∑ pᵢ ln pᵢ`, in units of the Boltzmann constant. -/
def entropy (E : ι → ℝ) (b : ℝ) : ℝ := -∑ i, gibbs E b i * Real.log (gibbs E b i)

variable [Nonempty ι]

/-- The partition function of a nonempty finite spectrum is positive. -/
theorem partitionFn_pos (E : ι → ℝ) (b : ℝ) : 0 < partitionFn E b :=
  Finset.sum_pos (fun _ _ => Real.exp_pos _) Finset.univ_nonempty

/-- The Gibbs weights sum to one. -/
theorem gibbs_sum (E : ι → ℝ) (b : ℝ) : ∑ i, gibbs E b i = 1 := by
  unfold gibbs
  rw [← Finset.sum_div]
  exact div_self (partitionFn_pos E b).ne'

/-- The Gibbs entropy equals `b U + ln Z`. -/
theorem entropy_eq (E : ι → ℝ) (b : ℝ) :
    entropy E b = b * energy E b + Real.log (partitionFn E b) := by
  have h : ∀ i, gibbs E b i * Real.log (gibbs E b i)
      = -(b * (gibbs E b i * E i)) - gibbs E b i * Real.log (partitionFn E b) := by
    intro i
    have hl : Real.log (gibbs E b i) = -b * E i - Real.log (partitionFn E b) := by
      rw [gibbs, Real.log_div (Real.exp_pos _).ne' (partitionFn_pos E b).ne', Real.log_exp]
    rw [hl]
    ring
  unfold entropy
  rw [Finset.sum_congr rfl (fun i _ => h i), Finset.sum_sub_distrib, Finset.sum_neg_distrib,
    ← Finset.mul_sum, ← Finset.sum_mul, gibbs_sum, energy]
  ring

/-- The partition function has derivative `-Z U` in the inverse temperature. -/
theorem hasDerivAt_partitionFn (E : ι → ℝ) (b : ℝ) :
    HasDerivAt (partitionFn E) (-(partitionFn E b * energy E b)) b := by
  have hterm : ∀ i ∈ (Finset.univ : Finset ι), HasDerivAt (fun x : ℝ => Real.exp (-x * E i))
      (Real.exp (-b * E i) * (-1 * E i)) b :=
    fun i _ => ((hasDerivAt_neg b).mul_const (E i)).exp
  have h := HasDerivAt.fun_sum hterm
  refine h.congr_deriv ?_
  unfold energy
  rw [Finset.mul_sum, ← Finset.sum_neg_distrib]
  refine Finset.sum_congr rfl (fun i _ => ?_)
  have hg : gibbs E b i * partitionFn E b = Real.exp (-b * E i) :=
    div_mul_cancel₀ _ (partitionFn_pos E b).ne'
  linear_combination E i * hg

/-- Each Gibbs weight has derivative `-pᵢ (Eᵢ - U)` in the inverse temperature. -/
theorem hasDerivAt_gibbs (E : ι → ℝ) (b : ℝ) (i : ι) :
    HasDerivAt (fun x => gibbs E x i) (-(gibbs E b i * (E i - energy E b))) b := by
  have hZ := (partitionFn_pos E b).ne'
  have hexp : HasDerivAt (fun x : ℝ => Real.exp (-x * E i))
      (Real.exp (-b * E i) * (-1 * E i)) b := ((hasDerivAt_neg b).mul_const (E i)).exp
  have h := hexp.fun_div (hasDerivAt_partitionFn E b) hZ
  refine h.congr_deriv ?_
  have hg : gibbs E b i * partitionFn E b = Real.exp (-b * E i) := div_mul_cancel₀ _ hZ
  rw [div_eq_iff (pow_ne_zero 2 hZ)]
  linear_combination (E i - energy E b) * partitionFn E b * hg

/-- The mean energy has derivative `-Var(E)` in the inverse temperature. -/
theorem hasDerivAt_energy (E : ι → ℝ) (b : ℝ) :
    HasDerivAt (energy E) (-energyVar E b) b := by
  have h := HasDerivAt.fun_sum (u := (Finset.univ : Finset ι))
    (fun i _ => (hasDerivAt_gibbs E b i).mul_const (E i))
  refine h.congr_deriv ?_
  -- the mean deviation from the mean vanishes
  have h0 : ∑ i, gibbs E b i * (E i - energy E b) = 0 := by
    have h1 : ∑ i, gibbs E b i * (E i - energy E b)
        = ∑ i, gibbs E b i * E i - (∑ i, gibbs E b i) * energy E b := by
      rw [Finset.sum_mul, ← Finset.sum_sub_distrib]
      exact Finset.sum_congr rfl (fun i _ => by ring)
    rw [h1, gibbs_sum, one_mul]
    exact sub_self _
  have h2 : ∑ i, -(gibbs E b i * (E i - energy E b)) * E i
      = -energyVar E b - energy E b * ∑ i, gibbs E b i * (E i - energy E b) := by
    unfold energyVar
    rw [Finset.mul_sum, ← Finset.sum_neg_distrib, ← Finset.sum_sub_distrib]
    exact Finset.sum_congr rfl (fun i _ => by ring)
  rw [h2, h0, mul_zero, sub_zero]

/-- The Gibbs entropy has derivative `-b Var(E)` in the inverse temperature. -/
theorem hasDerivAt_entropy (E : ι → ℝ) (b : ℝ) :
    HasDerivAt (entropy E) (-b * energyVar E b) b := by
  have hZ := (partitionFn_pos E b).ne'
  have hf : entropy E = fun x => x * energy E x + Real.log (partitionFn E x) :=
    funext (entropy_eq E)
  rw [hf]
  have h := ((hasDerivAt_id' b).fun_mul (hasDerivAt_energy E b)).fun_add
    ((hasDerivAt_partitionFn E b).log hZ)
  refine h.congr_deriv ?_
  -- the derivative of `ln Z` cancels the explicit mean energy
  have hc : -(partitionFn E b * energy E b) / partitionFn E b = -energy E b := by
    rw [neg_div, mul_div_cancel_left₀ _ hZ]
  rw [hc]
  ring

/-- The Gibbs entropy of `N` levels is nondecreasing for `b ≤ 0`, nonincreasing for `b ≥ 0`,
never exceeds `ln N`, and equals `ln N` at `b = 0`. -/
theorem entropy_monotone_and_max (E : ι → ℝ) :
    MonotoneOn (entropy E) (Set.Iic 0) ∧ AntitoneOn (entropy E) (Set.Ici 0) ∧
      (∀ b, entropy E b ≤ Real.log (Fintype.card ι)) ∧
      entropy E 0 = Real.log (Fintype.card ι) := by
  have hd : Differentiable ℝ (entropy E) := fun x => (hasDerivAt_entropy E x).differentiableAt
  have hv : ∀ x, 0 ≤ energyVar E x := fun x => Finset.sum_nonneg fun i _ =>
    mul_nonneg (div_pos (Real.exp_pos _) (partitionFn_pos E x)).le (sq_nonneg _)
  have hm : MonotoneOn (entropy E) (Set.Iic 0) := by
    refine monotoneOn_of_deriv_nonneg (convex_Iic 0) hd.continuous.continuousOn
      hd.differentiableOn (fun x hx => ?_)
    have hx0 : x ≤ 0 := Set.mem_Iic.1 (interior_subset hx)
    rw [(hasDerivAt_entropy E x).deriv]
    exact mul_nonneg (neg_nonneg.2 hx0) (hv x)
  have ha : AntitoneOn (entropy E) (Set.Ici 0) := by
    refine antitoneOn_of_deriv_nonpos (convex_Ici 0) hd.continuous.continuousOn
      hd.differentiableOn (fun x hx => ?_)
    have hx0 : 0 ≤ x := Set.mem_Ici.1 (interior_subset hx)
    rw [(hasDerivAt_entropy E x).deriv]
    have := mul_nonneg hx0 (hv x)
    linarith
  have h0 : entropy E 0 = Real.log (Fintype.card ι) := by
    rw [entropy_eq]
    simp [partitionFn]
  refine ⟨hm, ha, fun b => ?_, h0⟩
  rw [← h0]
  rcases le_total b 0 with hb | hb
  · exact hm (Set.mem_Iic.2 hb) (Set.mem_Iic.2 le_rfl) hb
  · exact ha (Set.mem_Ici.2 le_rfl) (Set.mem_Ici.2 hb) hb

omit [Nonempty ι] in
/-- If two levels differ, the entropy is strictly increasing for `b ≤ 0` and strictly
decreasing for `b ≥ 0`. -/
theorem entropy_strict (E : ι → ℝ) (hE : ∃ i j, E i ≠ E j) :
    StrictMonoOn (entropy E) (Set.Iic 0) ∧ StrictAntiOn (entropy E) (Set.Ici 0) := by
  obtain ⟨i, j, hij⟩ := hE
  have : Nonempty ι := ⟨i⟩
  have hd : Differentiable ℝ (entropy E) := fun x => (hasDerivAt_entropy E x).differentiableAt
  -- at least one level lies off the mean, so the variance is positive
  have hv : ∀ x, 0 < energyVar E x := by
    intro x
    have hp : ∀ k, 0 < gibbs E x k := fun k => div_pos (Real.exp_pos _) (partitionFn_pos E x)
    have hk : ∃ k, E k ≠ energy E x := by
      by_contra hcon
      push Not at hcon
      exact hij ((hcon i).trans (hcon j).symm)
    obtain ⟨k, hk⟩ := hk
    exact Finset.sum_pos' (fun l _ => mul_nonneg (hp l).le (sq_nonneg _))
      ⟨k, Finset.mem_univ k, mul_pos (hp k)
        (lt_of_le_of_ne (sq_nonneg _) (pow_ne_zero 2 (sub_ne_zero.2 hk)).symm)⟩
  constructor
  · refine strictMonoOn_of_deriv_pos (convex_Iic 0) hd.continuous.continuousOn (fun x hx => ?_)
    rw [interior_Iic] at hx
    have hx0 : x < 0 := hx
    rw [(hasDerivAt_entropy E x).deriv]
    exact mul_pos (neg_pos.2 hx0) (hv x)
  · refine strictAntiOn_of_deriv_neg (convex_Ici 0) hd.continuous.continuousOn (fun x hx => ?_)
    rw [interior_Ici] at hx
    have hx0 : 0 < x := hx
    rw [(hasDerivAt_entropy E x).deriv]
    have := mul_pos hx0 (hv x)
    linarith


/-- The entropy equals `ln N` exactly when `b = 0` or all levels coincide. -/
theorem entropy_eq_log_card_iff (E : ι → ℝ) (b : ℝ) :
    entropy E b = Real.log (Fintype.card ι) ↔ b = 0 ∨ ∀ i j, E i = E j := by
  have h0 := (entropy_monotone_and_max E).2.2.2
  constructor
  · intro h
    by_contra hcon
    push Not at hcon
    obtain ⟨hb, hE⟩ := hcon
    have hs := entropy_strict E hE
    rcases lt_or_gt_of_ne hb with hb | hb
    · have := hs.1 (Set.mem_Iic.2 hb.le) (Set.mem_Iic.2 le_rfl) hb
      linarith
    · have := hs.2 (Set.mem_Ici.2 le_rfl) (Set.mem_Ici.2 hb.le) hb
      linarith
  · rintro (rfl | h)
    · exact h0
    · -- for a flat spectrum, `U` is the common level and `Z` is `N` times one Boltzmann factor
      obtain ⟨k⟩ := ‹Nonempty ι›
      have : Nonempty ι := ⟨k⟩
      have hU : energy E b = E k := by
        have h1 : energy E b = ∑ i, gibbs E b i * E k := by
          unfold energy
          exact Finset.sum_congr rfl (fun i _ => by rw [h i k])
        rw [h1, ← Finset.sum_mul, gibbs_sum, one_mul]
      have hZ : partitionFn E b = (Fintype.card ι : ℝ) * Real.exp (-b * E k) := by
        have h1 : partitionFn E b = ∑ _i : ι, Real.exp (-b * E k) := by
          unfold partitionFn
          exact Finset.sum_congr rfl (fun i _ => by rw [h i k])
        rw [h1, Finset.sum_const, Finset.card_univ, nsmul_eq_mul]
      have hN : (Fintype.card ι : ℝ) ≠ 0 := Nat.cast_ne_zero.2 Fintype.card_ne_zero
      rw [entropy_eq, hU, hZ, Real.log_mul hN (Real.exp_pos _).ne', Real.log_exp]
      ring

end

end GibbsEntropyMonotonicity
```

```lean
#print axioms GibbsEntropyMonotonicity.hasDerivAt_entropy
#print axioms GibbsEntropyMonotonicity.entropy_eq_log_card_iff
```

```
'GibbsEntropyMonotonicity.hasDerivAt_entropy' depends on axioms: [propext, Classical.choice, Quot.sound]
'GibbsEntropyMonotonicity.entropy_eq_log_card_iff' depends on axioms: [propext, Classical.choice, Quot.sound]
```

## How the proof follows the calculation

`partitionFn_pos` and `gibbs_sum` supply $Z>0$ and $\sum_i p_i=1$. In `entropy_eq`, the inner statement `hl` is the logarithm of a weight; the rest distributes the sum and uses normalisation.

The next three theorems are the derivatives of $Z$, $p_i$ and $U$. In each, Lean's differentiation rules first produce a derivative in raw form, and `congr_deriv` leaves the task of showing that it equals the desired expression. For $Z$ and $p_i$, the needed identity is $p_iZ=e^{-bE_i}$, named `hg`, and `linear_combination` finishes the algebra with it. In `hasDerivAt_energy`, `h0` says that the mean deviation vanishes, while `h2` splits the sum into the variance and a multiple of that deviation.

`hasDerivAt_entropy` replaces $S$ by $bU+\ln Z$ as a function of $b$ and applies the product and logarithm rules. The step `hc` is $Z'/Z=-U$, which cancels the explicit $U$ from the product rule.

In `entropy_monotone_and_max`, `hv` gives the nonnegative variance. The lemmas `monotoneOn_of_deriv_nonneg` and `antitoneOn_of_deriv_nonpos` turn the sign of the slope into monotonicity on each half-line. The bound then follows by comparing $b$ with $0$ on whichever side it lies.

`entropy_strict` finds a level away from the mean: if there were none, all levels would equal $U$, contradicting the two that differ. The strict derivative tests need a nonzero slope only in the interior of each half-line, so the zero slope at $b=0$ does no harm. `entropy_eq_log_card_iff` uses strictness for one direction and evaluates $U$ and $Z$ for a flat spectrum in the other.

## Strictness fails when all levels coincide

Take two states with $E_1=E_2=0$. Both weights are $1/2$ at every $b$, so $S(b)=\ln2$ throughout. The weak monotonicity and the bound hold, but the entropy is not strictly monotone on either half-line. This is why `entropy_strict` needs `hE`. A single state behaves in the same way, with $S=0=\ln1$.

## Evaluating the entropy from computed eigenvalues

When a finite Hamiltonian matrix is diagonalised exactly, its eigenvalues, listed with multiplicity, can serve as the $E_i$; the results then apply to the canonical entropy of that finite model, interacting or not. For several electrons, the matrix must be that of the many-electron Hamiltonian at fixed electron number; the orbital energies are not the $E_i$. In NumPy, with the eigenvalues in an array `E`, the entropy can be evaluated as follows:

```python
x = -b * E
y = x - x.max()
w = np.exp(y)
p = w / w.sum()
S = np.log(w.sum()) - p @ y
U = p @ E
slope = -b * (p @ (E - U)**2)
```

The line for `S` is $bU+\ln Z$ after a common shift of the exponents, which cancels between the two terms. The shift prevents overflow for either sign of $b$, and the formula avoids taking the logarithm of a weight that has underflowed to zero. Comparing `slope` with a finite difference of `S` in $b$ tests the implementation, and at $b=0$ the code should return $\ln N$ up to rounding.
